# Extended norm conservation for nodeless radial functions

Take a free particle in the $s$ channel, in Hartree atomic units. At energy $E=k^2/2$ its regular radial function is proportional to $\sin kr$, with logarithmic derivative

$$k\cot kr=\frac1r-\frac{2r}{3}E-\frac{4r^3}{45}E^2-\cdots$$

At $E=0$ the function is $u=r$. The first and second energy derivatives of $u'/u$ are $y=-2r/3$ and $z=-8r^3/45$. The norm inside radius $r$ is $Q(r)=\int_0^r u^2\,ds=r^3/3$, so

$$-8\int_0^R\frac{Q^2}{u^2}\,dr=-8\int_0^R\frac{r^4}{9}\,dr=-\frac{8R^5}{45}=u(R)^2z(R).$$

The same identity holds for every radial function that meets the conditions below. In the code, $Q$ is `innerNorm` and the last integral, without its factor $-8$, is `extendedNorm`. The function $u$ need not be normalised: rescaling it leaves $y$ and $z$ unchanged and multiplies both sides by the same factor.

In Lean 4 with Mathlib:

```lean
import Mathlib

open Set Filter Topology MeasureTheory

namespace ExtendedNormConservation

noncomputable section

/-- The norm `Q(r)` of the radial function `u` inside the sphere of radius `r`. -/
def innerNorm (u : ℝ → ℝ) (r : ℝ) : ℝ := ∫ s in (0 : ℝ)..r, u s ^ 2

/-- The extended norm, the integral of `Q² / u²` from the origin to `R`, for a radial
function without zeros on `(0, R]`. -/
def extendedNorm (u : ℝ → ℝ) (R : ℝ) : ℝ :=
  ∫ r in (0 : ℝ)..R, innerNorm u r ^ 2 / u r ^ 2
```

## The two response equations

For a local, energy-independent potential $V$, the radial Schrödinger equation gives $x=u'/u$ the equation

$$x'+x^2=\frac{l(l+1)}{r^2}+2(V-E).$$

Differentiating once and twice with respect to $E$ gives

$$y'+2xy=-2,\qquad z'+2xz=-2y^2 .$$

The structure `LogDerivResponse` takes these two equations as its starting point, as `y_eq` and `z_eq`; it contains neither an energy nor a potential. The slope $u'$ is `du`, which need not be continuous.

```lean
/-- For `R > 0`, a radial function `u` with slope `du` on `(0, R)`, continuous on `[0, R]` and
positive on `(0, R]`, together with functions `y` and `z`, continuous on `(0, R]`, that solve `y' +
2xy = -2` and `z' + 2xz = -2y²` on `(0, R)` for `x = du / u`, where `u² y` and `u² z` tend to zero
at the origin from the right. -/
structure LogDerivResponse (R : ℝ) (u du y z : ℝ → ℝ) : Prop where
  radius_pos : 0 < R
  u_cont : ContinuousOn u (Icc 0 R)
  u_deriv : ∀ r ∈ Ioo 0 R, HasDerivAt u (du r) r
  u_pos : ∀ r ∈ Ioc 0 R, 0 < u r
  y_cont : ContinuousOn y (Ioc 0 R)
  z_cont : ContinuousOn z (Ioc 0 R)
  y_eq : ∀ r ∈ Ioo 0 R, HasDerivAt y (-2 - 2 * (du r / u r) * y r) r
  z_eq : ∀ r ∈ Ioo 0 R, HasDerivAt z (-2 * y r ^ 2 - 2 * (du r / u r) * z r) r
  y_origin : Tendsto (fun r => u r ^ 2 * y r) (𝓝[>] 0) (𝓝 0)
  z_origin : Tendsto (fun r => u r ^ 2 * z r) (𝓝[>] 0) (𝓝 0)
```

By hand, multiplying by $u^2$ makes each left side exact:

$$(u^2y)'=u^2(y'+2xy)=-2u^2,\qquad (u^2z)'=-2u^2y^2 .$$

`integrating_factor` proves this for a general right side $c$, using the product rule and $(u'/u)\,u=u'$. If the potential depended on energy, the first source would be $-2+2\,\partial V/\partial E$, and a weighted integral would replace $Q$.

```lean
/-- The factor `u²` turns the linear equation `y' + 2 (u'/u) y = c` into `(u² y)' = u² c`. -/
theorem integrating_factor {u y : ℝ → ℝ} {s d c : ℝ} (hu : HasDerivAt u d s)
    (hne : u s ≠ 0) (hy : HasDerivAt y (c - 2 * (d / u s) * y s) s) :
    HasDerivAt (fun r => u r ^ 2 * y r) (u s ^ 2 * c) s := by
  have e : (fun r => u r ^ 2 * y r) = fun r => u r * u r * y r := by
    funext r
    ring
  rw [e]
  refine ((hu.fun_mul hu).fun_mul hy).congr_deriv ?_
  have hd : d / u s * u s = d := div_mul_cancel₀ d hne
  generalize d / u s = q at hd ⊢
  linear_combination (-2 * u s * y s) * hd
```

## No node in $(0,R]$

The condition `u_pos` says that $u$ is positive on $(0,R]$, so $x$ is finite there. The derivation divides by $u$ in $x$ and by $u^2$ in the final integrand; the proof uses positivity at the same places, as `u s ≠ 0`.

With a simple node at $a<R$, $Q(a)>0$ and $Q^2/u^2$ grows like $1/(r-a)^2$, which is not integrable. This excludes an all-electron $3s$ function when $R$ lies outside its inner nodes, but admits nodeless $1s$, $2p$ or $3d$ functions.

## Regularity at the origin

The conditions `y_origin` and `z_origin` say that $u^2y$ and $u^2z$ tend to zero as $r\to0^+$. They hold when the regular solution is taken at every nearby energy, but they do not by themselves force $u(0)=0$: the function $u=1$ with $y=-2r$ and $z=-8r^3/3$, which comes from $\cos kr$, meets them too. By hand they remove the lower boundary term: for $0<\varepsilon<r$,

$$u(r)^2y(r)-u(\varepsilon)^2y(\varepsilon)=-2\int_\varepsilon^r u^2\,ds,$$

and $\varepsilon\to0$ gives $u^2y=-2Q$. Without the first condition, $y=-2r/3+b/r^2$ also solves the equation for $u=r$, and $u^2y$ is shifted by the constant $b$. The second response has the same freedom.

`integrate_from_origin` carries out the limit for any $f$ with $f'=-cg$, $c>0$ and $g\ge0$. It sets $f(0)=0$, checks that the extended function is continuous, and applies the fundamental theorem of calculus to $-f/c$. Since $-f/c$ is continuous on $[0,R]$ and its derivative $g$ is nonnegative, $g$ is integrable.

```lean
/-- Let `f` be continuous on `(0, R]`, tend to zero at the origin from the right, and have
derivative `-c g` on `(0, R)`, with `c > 0` and `g ≥ 0` there. Then `g` is integrable from `0` to
`R`, and `f R` is `-c` times its integral. -/
theorem integrate_from_origin {R c : ℝ} (hR : 0 < R) (hc : 0 < c) {f g : ℝ → ℝ}
    (hf : ContinuousOn f (Ioc 0 R)) (h0 : Tendsto f (𝓝[>] 0) (𝓝 0))
    (hd : ∀ r ∈ Ioo 0 R, HasDerivAt f (-(c * g r)) r) (hg : ∀ r ∈ Ioo 0 R, 0 ≤ g r) :
    IntervalIntegrable g volume 0 R ∧ f R = -(c * ∫ r in (0 : ℝ)..R, g r) := by
  -- extend `f` continuously to the origin
  have hF : ContinuousOn (Function.update f 0 0) (Icc 0 R) := by
    intro x hx
    rcases hx.1.eq_or_lt with h | h
    · subst h
      rw [continuousWithinAt_update_same]
      refine h0.mono_left (nhdsWithin_mono _ ?_)
      intro t ht
      exact lt_of_le_of_ne ht.1.1 (fun e => ht.2 e.symm)
    · have hm : Ioc 0 R ∈ 𝓝[Icc 0 R] x := by
        filter_upwards [self_mem_nhdsWithin, mem_nhdsWithin_of_mem_nhds (Ioi_mem_nhds h)]
          with t ht h1 using ⟨h1, ht.2⟩
      refine ((hf x ⟨h, hx.2⟩).mono_of_mem_nhdsWithin hm).congr_of_eventuallyEq ?_
        (Function.update_of_ne h.ne' _ _)
      filter_upwards [hm] with t ht
      exact Function.update_of_ne ht.1.ne' _ _
  have hG : ContinuousOn (fun r => -Function.update f 0 0 r / c) (Icc 0 R) :=
    hF.neg.div_const c
  have hD : ∀ r ∈ Ioo 0 R,
      HasDerivAt (fun r => -Function.update f 0 0 r / c) (g r) r := by
    intro r hr
    have h1 : HasDerivAt (Function.update f 0 0) (-(c * g r)) r := by
      refine (hd r hr).congr_of_eventuallyEq ?_
      filter_upwards [Ioi_mem_nhds hr.1] with t ht
      exact Function.update_of_ne (ne_of_gt ht) _ _
    refine (h1.fun_neg.div_const c).congr_deriv ?_
    rw [neg_neg, mul_div_cancel_left₀ _ hc.ne']
  -- a derivative of fixed sign is integrable
  have hi : IntervalIntegrable g volume 0 R :=
    (intervalIntegrable_iff_integrableOn_Ioc_of_le hR.le).2
      (intervalIntegral.integrableOn_deriv_of_nonneg hG hD hg)
  refine ⟨hi, ?_⟩
  rw [intervalIntegral.integral_eq_sub_of_hasDerivAt_of_le hR.le hG hD hi,
    Function.update_of_ne hR.ne', Function.update_self, neg_zero, zero_div, sub_zero,
    mul_div_cancel₀ _ hc.ne', neg_neg]
```

## Continuity up to the matching radius

The differential equations hold only on the open interval $(0,R)$. Continuity of $u$, $y$ and $z$ at $R$ ties their values there to the solution inside. Without it, $z(R)$ could be changed at will while the integral stayed the same. The condition $R>0$ ensures that there is an interval to integrate over.

In `first_response`, continuity lets the integration lemma run up to any $r\in(0,R]$, with $g=u^2$ and $c=2$. At $r=R$ this is the relation behind ordinary norm conservation: $u(R)$ and $Q(R)$ determine $y(R)$.

```lean
variable {R : ℝ} {u du y z : ℝ → ℝ}

/-- At every radius in `(0, R]` the first response satisfies `u² y = -2 Q`. -/
theorem first_response (h : LogDerivResponse R u du y z) {r : ℝ} (hr : r ∈ Ioc 0 R) :
    u r ^ 2 * y r = -(2 * innerNorm u r) := by
  have hs : Ioc 0 r ⊆ Ioc 0 R := Ioc_subset_Ioc_right hr.2
  refine (integrate_from_origin (g := fun s => u s ^ 2) hr.1 two_pos
    (((h.u_cont.mono (hs.trans Ioc_subset_Icc_self)).pow 2).mul (h.y_cont.mono hs))
    h.y_origin ?_ (fun s _ => sq_nonneg (u s))).2
  intro s hs'
  have hsR : s ∈ Ioo 0 R := ⟨hs'.1, hs'.2.trans_le hr.2⟩
  exact (integrating_factor (h.u_deriv s hsR) (h.u_pos s ⟨hsR.1, hsR.2.le⟩).ne'
    (h.y_eq s hsR)).congr_deriv (by ring)
```

## Integrability follows from the sign

Inserting $u^2y=-2Q$ into the second exact derivative gives

$$(u^2z)'=-\frac{2(u^2y)^2}{u^2}=-\frac{8Q^2}{u^2},$$

and integration from the origin yields

$$u(R)^2z(R)=-8\int_0^R\frac{Q^2}{u^2}\,dr .$$

Integrability of $Q^2/u^2$ is a conclusion here: the integrand is nonnegative, and its integral from $\varepsilon$ to $R$ has a finite limit because $u^2z$ does. In the proof, `hq` performs the substitution, and `integrate_from_origin` with $c=8$ gives both parts of the theorem.

```lean
/-- Extended norm conservation: `Q² / u²` is integrable up to `R`, and
`u(R)² z(R)` equals `-8` times its integral. -/
theorem extended_norm_conservation (h : LogDerivResponse R u du y z) :
    IntervalIntegrable (fun r => innerNorm u r ^ 2 / u r ^ 2) volume 0 R ∧
      u R ^ 2 * z R = -(8 * extendedNorm u R) := by
  refine integrate_from_origin (f := fun r => u r ^ 2 * z r) h.radius_pos (by norm_num)
    (((h.u_cont.mono Ioc_subset_Icc_self).pow 2).mul h.z_cont) h.z_origin ?_
    (fun r _ => div_nonneg (sq_nonneg _) (sq_nonneg _))
  intro r hr
  have hr' : r ∈ Ioc 0 R := ⟨hr.1, hr.2.le⟩
  have hne := (h.u_pos r hr').ne'
  -- eliminate `y` in favour of the inner norm
  have hq : innerNorm u r ^ 2 / u r ^ 2 = u r ^ 2 * y r ^ 2 / 4 := by
    rw [div_eq_iff (pow_ne_zero 2 hne)]
    linear_combination ((2 * innerNorm u r - u r ^ 2 * y r) / 4) * first_response h hr'
  refine (integrating_factor (h.u_deriv r hr) hne (h.z_eq r hr)).congr_deriv ?_
  rw [hq]
  ring
```

Positivity of $u$ also makes $Q$ and the integrand positive on $(0,R)$. The extended norm is then positive, and $z(R)<0$.

```lean
/-- The second response `z` is strictly negative at the radius `R`. -/
theorem second_response_neg (h : LogDerivResponse R u du y z) : z R < 0 := by
  obtain ⟨hi, he⟩ := extended_norm_conservation h
  have hpos : 0 < extendedNorm u R := by
    refine intervalIntegral.intervalIntegral_pos_of_pos_on hi ?_ h.radius_pos
    intro r hr
    have hQ : 0 < innerNorm u r := by
      refine intervalIntegral.intervalIntegral_pos_of_pos_on ?_ ?_ hr.1
      · exact ContinuousOn.intervalIntegrable_of_Icc hr.1.le
          ((h.u_cont.mono (Icc_subset_Icc_right hr.2.le)).pow 2)
      · intro s hs
        exact pow_pos (h.u_pos s ⟨hs.1, (hs.2.trans hr.2).le⟩) 2
    exact div_pos (pow_pos hQ 2) (pow_pos (h.u_pos r ⟨hr.1, hr.2.le⟩) 2)
  by_contra hz
  have := mul_nonneg (sq_nonneg (u R)) (not_lt.mp hz)
  linarith
```

## Equal values at $R$

To compare an all-electron function $u$ with a pseudo function $v$, `matching_iff` assumes $v(R)=u(R)$, which fixes their relative scale. In its statement `y'` and `z'` are the responses of $v$, and the primes do not denote derivatives. Since both functions obey the identity with the same prefactor $u(R)^2\neq0$, their second responses agree at $R$ exactly when their extended norms agree.

Without equal values the criterion fails: $v=2u$ has the same second response as $u$ but four times the extended norm.

```lean
/-- For an all-electron function `u` and a pseudo function `v` with equal values at `R`, the
second responses at `R` agree exactly when the extended norms agree. -/
theorem matching_iff {v dv y' z' : ℝ → ℝ} (hu : LogDerivResponse R u du y z)
    (hv : LogDerivResponse R v dv y' z') (huv : v R = u R) :
    z' R = z R ↔ extendedNorm v R = extendedNorm u R := by
  have h1 := (extended_norm_conservation hu).2
  have h2 := (extended_norm_conservation hv).2
  rw [huv] at h2
  constructor
  · intro e
    rw [e] at h2
    linarith
  · intro e
    rw [e] at h2
    have hp := hu.u_pos R ⟨hu.radius_pos, le_rfl⟩
    exact mul_left_cancel₀ (pow_ne_zero 2 hp.ne') (h2.trans h1.symm)
```

For pseudopotential construction in a single nodeless channel with a local, energy-independent potential, this gives a condition on scattering one order in energy beyond ordinary norm conservation. If $x$ and $y$ also match at $R$, the two logarithmic derivatives agree there through second order in the energy shift.

## The free particle meets every condition

`logDerivResponse_witness` returns to $u=r$ and verifies each field for every $R>0$. The two equations reduce to $-\tfrac23-\tfrac43=-2$ and $-\tfrac{8}{15}r^2-\tfrac{16}{45}r^2=-\tfrac89r^2$, and both boundary terms vanish by continuity.

```lean
/-- The radial function `u = r` with `y = -2r/3` and `z = -8r³/45` meets all the conditions
of `LogDerivResponse` for every `R > 0`. -/
theorem logDerivResponse_witness (hR : 0 < R) :
    LogDerivResponse R (fun r => r) (fun _ => 1) (fun r => -2 / 3 * r)
      (fun r => -8 / 45 * r ^ 3) where
  radius_pos := hR
  u_cont := by fun_prop
  u_deriv := fun r _ => hasDerivAt_id' r
  u_pos := fun _ hr => hr.1
  y_cont := by fun_prop
  z_cont := by fun_prop
  y_eq := by
    intro r hr
    have hq : 1 / r * r = 1 := div_mul_cancel₀ 1 hr.1.ne'
    refine ((hasDerivAt_id' r).const_mul (-2 / 3)).congr_deriv ?_
    show -2 / 3 * 1 = -2 - 2 * (1 / r) * (-2 / 3 * r)
    generalize 1 / r = q at hq ⊢
    linear_combination (-4 / 3) * hq
  z_eq := by
    intro r hr
    have hq : 1 / r * r = 1 := div_mul_cancel₀ 1 hr.1.ne'
    have h3 : HasDerivAt (fun t : ℝ => t ^ 3) (3 * r ^ 2) r := by
      simpa using hasDerivAt_pow 3 r
    refine (h3.const_mul (-8 / 45)).congr_deriv ?_
    show -8 / 45 * (3 * r ^ 2) = -2 * (-2 / 3 * r) ^ 2 - 2 * (1 / r) * (-8 / 45 * r ^ 3)
    generalize 1 / r = q at hq ⊢
    linear_combination (-16 / 45 * r ^ 2) * hq
  y_origin :=
    (Continuous.tendsto' (by fun_prop) 0 0 (by norm_num)).mono_left nhdsWithin_le_nhds
  z_origin :=
    (Continuous.tendsto' (by fun_prop) 0 0 (by norm_num)).mono_left nhdsWithin_le_nhds

end

end ExtendedNormConservation
```

```lean
#print axioms ExtendedNormConservation.extended_norm_conservation
#print axioms ExtendedNormConservation.second_response_neg
#print axioms ExtendedNormConservation.matching_iff
```

```
'ExtendedNormConservation.extended_norm_conservation' depends on axioms: [propext, Classical.choice, Quot.sound]
'ExtendedNormConservation.second_response_neg' depends on axioms: [propext, Classical.choice, Quot.sound]
'ExtendedNormConservation.matching_iff' depends on axioms: [propext, Classical.choice, Quot.sound]
```
